# Finite-State Master Equations with Detailed Balance and Constant Rates Have No Damped Oscillations

Let two levels hold populations x_0 and x_1, with rate a > 0 from level 0 to level 1 and rate b > 0 back: the net flow into level 0 is b x_1 − a x_0 = ab (x_1/a − x_0/b), a positive constant times a difference, so a departure from equilibrium can only shrink, as exp(−(a+b)t). The file below proves that detailed balance has the same effect for any finite number of states: every eigenvalue of the generator is real and nonpositive, and every solution is a finite sum of real exponentials, none of them growing.

```lean
import Mathlib

open scoped ComplexConjugate

namespace DetailedBalanceRelaxation

noncomputable section

variable {n : Type*} [Fintype n]

/-- The rates `w i j` from state `i` to state `j` are nonnegative and balance pairwise
against the positive weights `p`. -/
structure DetailedBalance (w : n → n → ℝ) (p : n → ℝ) : Prop where
  rate_nonneg : ∀ i j, 0 ≤ w i j
  weight_pos : ∀ i, 0 < p i
  balance : ∀ i j, p i * w i j = p j * w j i

/-- The master-equation generator: gain from all states `j` minus loss to all states `j`,
acting on complex vectors. -/
def generator (w : n → n → ℝ) : (n → ℂ) →ₗ[ℂ] (n → ℂ) where
  toFun x i := ∑ j, ((w j i : ℂ) * x j - (w i j : ℂ) * x i)
  map_add' x y := by
    ext i
    simp only [Pi.add_apply, ← Finset.sum_add_distrib]
    exact Finset.sum_congr rfl fun j _ => by ring
  map_smul' c x := by
    ext i
    simp only [Pi.smul_apply, smul_eq_mul, RingHom.id_apply, Finset.mul_sum]
    exact Finset.sum_congr rfl fun j _ => by ring

/-- The sesquilinear form with weights `1 / p i`; it is a scalar product when every `p i` is
positive. -/
def wInner (p : n → ℝ) (x y : n → ℂ) : ℂ := ∑ i, conj (x i) * y i / (p i : ℂ)

/-- Exchanging the two vectors conjugates the weighted scalar product. -/
theorem wInner_conj (p : n → ℝ) (x y : n → ℂ) : conj (wInner p x y) = wInner p y x := by
  simp only [wInner, map_sum, map_div₀, map_mul, Complex.conj_conj, Complex.conj_ofReal]
  exact Finset.sum_congr rfl fun i _ => by ring

/-- For positive weights, the weighted scalar product of a nonzero vector with itself is a
positive real number. -/
theorem wInner_self_pos {p : n → ℝ} (hp : ∀ i, 0 < p i) {x : n → ℂ} (hx : x ≠ 0) :
    0 < ∑ i, ‖x i‖ ^ 2 / p i ∧ wInner p x x = ((∑ i, ‖x i‖ ^ 2 / p i : ℝ) : ℂ) := by
  constructor
  · obtain ⟨i, hi⟩ := Function.ne_iff.1 hx
    have hi' : 0 < ‖x i‖ := norm_pos_iff.2 hi
    exact Finset.sum_pos' (fun j _ => div_nonneg (sq_nonneg _) (hp j).le)
      ⟨i, Finset.mem_univ i, div_pos (pow_pos hi' 2) (hp i)⟩
  · simp only [wInner, Complex.conj_mul']
    push_cast
    rfl

/-- Under detailed balance the weighted scalar product of `x` with `generator w y` is minus one half
of a sum over ordered pairs of states, in which `p i * w i j` multiplies a product of differences of
`x / p` (conjugated) and `y / p`. -/
theorem wInner_generator {w : n → n → ℝ} {p : n → ℝ} (h : DetailedBalance w p)
    (x y : n → ℂ) :
    wInner p x (generator w y) = -(1 / 2) * ∑ i, ∑ j, ((p i : ℂ) * w i j) *
      (conj (x i / p i - x j / p j) * (y i / p i - y j / p j)) := by
  have hb : ∀ i j, (p i : ℂ) * w i j = p j * w j i := fun i j => by
    exact_mod_cast h.balance i j
  have hy : ∀ i, y i = p i * (y i / p i) := fun i => by
    have hi : (p i : ℂ) ≠ 0 := by exact_mod_cast (h.weight_pos i).ne'
    field_simp
  have h1 : wInner p x (generator w y) = ∑ i, ∑ j, ((p i : ℂ) * w i j) *
      (conj (x i) / p i * (y j / p j - y i / p i)) := by
    simp only [wInner, generator, LinearMap.coe_mk, AddHom.coe_mk]
    refine Finset.sum_congr rfl fun i _ => ?_
    rw [Finset.mul_sum, Finset.sum_div]
    refine Finset.sum_congr rfl fun j _ => ?_
    linear_combination (conj (x i) / p i) *
      ((w j i : ℂ) * hy j - (w i j : ℂ) * hy i - (y j / p j) * hb i j)
  -- the same sum with the two states exchanged
  have h2 : wInner p x (generator w y) = ∑ i, ∑ j, ((p i : ℂ) * w i j) *
      (conj (x j) / p j * (y i / p i - y j / p j)) := by
    rw [h1, Finset.sum_comm]
    refine Finset.sum_congr rfl fun i _ => Finset.sum_congr rfl fun j _ => ?_
    rw [hb j i]
  have h3 : ∑ i, ∑ j, ((p i : ℂ) * w i j) *
      (conj (x i / p i - x j / p j) * (y i / p i - y j / p j)) =
      -(wInner p x (generator w y) + wInner p x (generator w y)) := by
    nth_rewrite 1 [h1]
    rw [h2]
    simp only [← Finset.sum_add_distrib, ← Finset.sum_neg_distrib]
    refine Finset.sum_congr rfl fun i _ => Finset.sum_congr rfl fun j _ => ?_
    simp only [map_sub, map_div₀, Complex.conj_ofReal]
    ring
  linear_combination (1 / 2) * h3

/-- Under detailed balance the generator is symmetric in the weighted scalar product. -/
theorem generator_symmetric {w : n → n → ℝ} {p : n → ℝ} (h : DetailedBalance w p)
    (x y : n → ℂ) : wInner p (generator w x) y = wInner p x (generator w y) := by
  rw [← wInner_conj, wInner_generator h, wInner_generator h]
  simp only [map_mul, map_neg, map_sum, map_div₀, map_one, map_ofNat, map_sub,
    Complex.conj_conj, Complex.conj_ofReal]
  congr 1
  exact Finset.sum_congr rfl fun i _ => Finset.sum_congr rfl fun j _ => by ring

/-- Under detailed balance every complex eigenvalue of the generator is real and
nonpositive. -/
theorem eigenvalue_real_nonpos {w : n → n → ℝ} {p : n → ℝ} (h : DetailedBalance w p)
    {μ : ℂ} {x : n → ℂ} (hx : x ≠ 0) (hμ : generator w x = μ • x) :
    μ.im = 0 ∧ μ.re ≤ 0 := by
  obtain ⟨hN, hxx⟩ := wInner_self_pos h.weight_pos hx
  set N : ℝ := ∑ i, ‖x i‖ ^ 2 / p i
  let D : ℝ := ∑ i, ∑ j, (p i * w i j) * ‖x i / (p i : ℂ) - x j / (p j : ℂ)‖ ^ 2
  have hD : 0 ≤ D := Finset.sum_nonneg fun i _ => Finset.sum_nonneg fun j _ =>
    mul_nonneg (mul_nonneg (h.weight_pos i).le (h.rate_nonneg i j)) (sq_nonneg _)
  have h1 : wInner p x (generator w x) = μ * N := by
    rw [hμ, ← hxx]
    simp only [wInner, Pi.smul_apply, smul_eq_mul, Finset.mul_sum]
    exact Finset.sum_congr rfl fun i _ => by ring
  have h2 : wInner p x (generator w x) = ((-(1 / 2) * D : ℝ) : ℂ) := by
    rw [wInner_generator h]
    simp only [Complex.conj_mul', D]
    push_cast
    rfl
  -- compare real and imaginary parts of `μ N = -D / 2`
  have h3 := h1.symm.trans h2
  have hre := congrArg Complex.re h3
  have him := congrArg Complex.im h3
  rw [Complex.re_mul_ofReal, Complex.ofReal_re] at hre
  rw [Complex.im_mul_ofReal, Complex.ofReal_im] at him
  exact ⟨(mul_eq_zero.1 him).resolve_right hN.ne', by nlinarith⟩

/-- Under detailed balance the generator has no Jordan chains: if `L x - μ x` satisfies the
eigenvalue equation for `μ`, then so does `x`. -/
theorem no_jordan_chain {w : n → n → ℝ} {p : n → ℝ} (h : DetailedBalance w p)
    {μ : ℂ} {x : n → ℂ}
    (hx : generator w (generator w x - μ • x) = μ • (generator w x - μ • x)) :
    generator w x = μ • x := by
  by_contra hne
  have hy : generator w x - μ • x ≠ 0 := sub_ne_zero.2 hne
  obtain ⟨hN, hyy⟩ := wInner_self_pos h.weight_pos hy
  have hc : conj μ = μ := Complex.conj_eq_iff_im.2 (eigenvalue_real_nonpos h hy hx).1
  have hs := generator_symmetric h (generator w x - μ • x) x
  rw [hx] at hs
  generalize hyd : generator w x - μ • x = y at *
  have h1 : wInner p (μ • y) x = μ * wInner p y x := by
    simp only [wInner, Pi.smul_apply, smul_eq_mul, map_mul, hc, Finset.mul_sum]
    exact Finset.sum_congr rfl fun i _ => by ring
  have h2 : wInner p y y = wInner p y (generator w x) - μ * wInner p y x := by
    nth_rewrite 2 [← hyd]
    simp only [wInner, Pi.sub_apply, Pi.smul_apply, smul_eq_mul, Finset.mul_sum,
      ← Finset.sum_sub_distrib]
    exact Finset.sum_congr rfl fun i _ => by ring
  rw [← hs, h1, sub_self, hyy] at h2
  exact hN.ne' (by exact_mod_cast h2)

/-- Under detailed balance the eigenvectors with real eigenvalues span the whole space. -/
theorem modes_complete {w : n → n → ℝ} {p : n → ℝ} (h : DetailedBalance w p) :
    ⨆ k : ℝ, Module.End.eigenspace (generator w) (k : ℂ) = ⊤ := by
  rw [eq_top_iff, ← Module.End.iSup_maxGenEigenspace_eq_top (generator w)]
  refine iSup_le fun μ x hx => ?_
  obtain ⟨m, hm⟩ := Module.End.mem_maxGenEigenspace _ _ _ |>.1 hx
  -- a generalised eigenvector is an eigenvector, by descent on the power
  have key : ∀ (m : ℕ) (x : n → ℂ), ((generator w - μ • 1) ^ m) x = 0 →
      generator w x = μ • x := by
    intro m
    induction m with
    | zero =>
      intro x hx
      have h0 : x = 0 := by simpa using hx
      simp [h0]
    | succ m ih =>
      intro x hx
      rw [pow_succ, Module.End.mul_apply] at hx
      exact no_jordan_chain h (ih _ hx)
  have he := key m x hm
  by_cases h0 : x = 0
  · rw [h0]
    exact Submodule.zero_mem _
  · have hr : ((μ.re : ℝ) : ℂ) = μ :=
      Complex.ext (by simp) (by simp [(eigenvalue_real_nonpos h h0 he).1])
    exact Submodule.mem_iSup_of_mem μ.re
      (Module.End.mem_eigenspace_iff.2 (by rw [hr]; exact he))

/-- Under detailed balance every solution of the master equation is a finite sum of
eigenvectors multiplied by real exponentials `exp (k t)` with `k ≤ 0`. -/
theorem relaxation_without_oscillation {w : n → n → ℝ} {p : n → ℝ}
    (h : DetailedBalance w p) (x : ℝ → n → ℂ)
    (hx : ∀ t, HasDerivAt x (generator w (x t)) t) :
    ∃ (s : Finset ℝ) (v : ℝ → n → ℂ),
      (∀ k ∈ s, k ≤ 0 ∧ v k ≠ 0 ∧ generator w (v k) = (k : ℂ) • v k) ∧
      ∀ t, x t = ∑ k ∈ s, ((Real.exp (k * t) : ℝ) : ℂ) • v k := by
  have hmem : x 0 ∈ ⨆ k : ℝ, Module.End.eigenspace (generator w) (k : ℂ) := by
    rw [modes_complete h]
    exact Submodule.mem_top
  obtain ⟨f, hf, hsum⟩ := (Submodule.mem_iSup_iff_exists_finsupp _ _).1 hmem
  have he : ∀ k, generator w (f k) = (k : ℂ) • f k := fun k =>
    Module.End.mem_eigenspace_iff.1 (hf k)
  refine ⟨f.support, f, fun k hk => ?_, ?_⟩
  · have h0 := Finsupp.mem_support_iff.1 hk
    exact ⟨by simpa using (eigenvalue_real_nonpos h h0 (he k)).2, h0, he k⟩
  -- the sum of exponentials solves the master equation
  have hg : ∀ t : ℝ, HasDerivAt
      (fun t : ℝ => ∑ k ∈ f.support, ((Real.exp (k * t) : ℝ) : ℂ) • f k)
      (generator w (∑ k ∈ f.support, ((Real.exp (k * t) : ℝ) : ℂ) • f k)) t := by
    intro t
    have hd : ∀ k ∈ f.support, HasDerivAt
        (fun t : ℝ => ((Real.exp (k * t) : ℝ) : ℂ) • f k)
        (((Real.exp (k * t) * k : ℝ) : ℂ) • f k) t := fun k _ => by
      have hr : HasDerivAt (fun t : ℝ => Real.exp (k * t)) (Real.exp (k * t) * k) t := by
        simpa using ((hasDerivAt_id t).const_mul k).exp
      exact hr.ofReal_comp.smul_const (f k)
    refine (HasDerivAt.fun_sum hd).congr_deriv ?_
    rw [map_sum]
    refine Finset.sum_congr rfl fun k _ => ?_
    rw [map_smul, he k, smul_smul, Complex.ofReal_mul]
  -- two solutions with the same initial vector agree
  have heq := ODE_solution_unique_univ (v := fun _ => generator w)
    (s := fun _ => Set.univ) (t₀ := 0)
    (fun _ => (LinearMap.toContinuousLinearMap (generator w)).lipschitz.lipschitzOnWith)
    (fun t => ⟨hx t, Set.mem_univ _⟩) (fun t => ⟨hg t, Set.mem_univ _⟩)
    (by simpa [Finsupp.sum] using hsum.symm)
  exact fun t => congrFun heq t

/-- A two-level system with positive rates `a` and `b` obeys detailed balance with weights
`(b, a)`, and `(1, -1)` is a mode with eigenvalue `-(a + b)`. -/
theorem two_level_witness {a b : ℝ} (ha : 0 < a) (hb : 0 < b) :
    DetailedBalance ![![0, a], ![b, 0]] ![b, a] ∧
      generator ![![0, a], ![b, 0]] ![1, -1] = (-(a + b) : ℂ) • ![1, -1] := by
  refine ⟨⟨?_, ?_, ?_⟩, ?_⟩
  · intro i j
    fin_cases i <;> fin_cases j <;> simp [ha.le, hb.le]
  · intro i
    fin_cases i <;> simp [ha, hb]
  · intro i j
    fin_cases i <;> fin_cases j <;> simp [mul_comm]
  · ext i
    fin_cases i <;> simp [generator, Fin.sum_univ_succ]
    ring

end

end DetailedBalanceRelaxation
```

```lean
#print axioms DetailedBalanceRelaxation.relaxation_without_oscillation
-- 'DetailedBalanceRelaxation.relaxation_without_oscillation' depends on axioms: [propext, Classical.choice, Quot.sound]
```

## Rates, weights and the generator

The states form a finite type `n`, and `w i j` is the rate from state i to state j. With this convention the master equation reads

dx_i/dt = (Lx)_i = Σ_j (w_ji x_j − w_ij x_i),

gain minus loss, and L is `generator w`. The diagonal rates `w i i` cancel. L acts on complex vectors, because an oscillating mode would show itself as a complex eigenvalue; real populations are a special case.

`DetailedBalance w p` collects three conditions: the rates are nonnegative, the weights p_i are positive, and

p_i w_ij = p_j w_ji

for every pair of states. The weights need not sum to one; the corresponding equilibrium populations are p_i / Σ_j p_j. The usual physical origin of the balance condition is contact with a single bath in thermal equilibrium. With p_i proportional to exp(−E_i/k_BT), it says that in equilibrium each transition is as frequent as its reverse. The file assumes this condition and does not derive it from a Hamiltonian.

Two theorems carry the main statement. `eigenvalue_real_nonpos` takes a nonzero vector x with Lx = μx, where μ is any complex number, and concludes `μ.im = 0 ∧ μ.re ≤ 0`. `relaxation_without_oscillation` takes a function x of time that satisfies the master equation at every real t. It yields a finite set s of real numbers k ≤ 0 and, for each of them, an eigenvector v_k with eigenvalue k, such that

x(t) = Σ_{k in s} exp(kt) v_k.

A solution that starts at t = 0 is covered as well, because with constant rates it extends to all real t. The result rules out sinusoidal factors and also terms such as t exp(kt). A single population may still overshoot its final value, since exponentials with different signs can be added.

For populations of quantum levels with golden-rule rates to one thermal bath, the result excludes ringing as long as the description is a linear rate equation with finitely many levels, constant rates and no coherences. The theorems do not say that the stationary state is unique, and they give no bound on the slowest nonzero rate.

## Flow driven by differences

Write c_ij = p_i w_ij; this is the equilibrium flux from i to j, up to the common factor Σ_k p_k if the weights are not normalised. Detailed balance says that c_ij = c_ji. For two vectors x and y, set u_i = x_i/p_i and r_i = y_i/p_i. Then

(Ly)_i = Σ_j (c_ji r_j − c_ij r_i) = Σ_j c_ij (r_j − r_i).

This is the two-level formula again, with one term for each partner state. The suitable scalar product, `wInner` in the file, is

⟨x, y⟩ = Σ_i conj(x_i) y_i / p_i.

Inserting Ly gives

⟨x, Ly⟩ = Σ_ij c_ij conj(u_i) (r_j − r_i).

Exchanging the names i and j and using c_ij = c_ji gives the same quantity as

⟨x, Ly⟩ = Σ_ij c_ij conj(u_j) (r_i − r_j).

Half the sum of these two lines is

⟨x, Ly⟩ = −(1/2) Σ_ij c_ij conj(u_i − u_j) (r_i − r_j).

This is `wInner_generator`. Inside its proof, `h1` and `h2` are the two forms of the sum, `Finset.sum_comm` performs the exchange of names, and `h3` adds them.

The right-hand side turns into its complex conjugate when x and y change places. By `wInner_conj`, so does the scalar product itself. Hence ⟨Lx, y⟩ = ⟨x, Ly⟩, which is `generator_symmetric`.

## Real, nonpositive eigenvalues

Let Lx = μx with x ≠ 0, and put y = x in the formula. The left side is μN and the right side is −D/2, where

N = Σ_i |x_i|²/p_i,  D = Σ_ij c_ij |x_i/p_i − x_j/p_j|².

N is positive because x is nonzero and the weights are positive; `wInner_self_pos` supplies this. D is nonnegative because the fluxes are. So

μ = −D/(2N),

which is real and nonpositive. The Lean proof compares real and imaginary parts of μN = −D/2 instead of dividing.

The two-level system serves as a check. `two_level_witness` uses the weights (b, a), which normalise to the populations b/(a+b) and a/(a+b), and the mode (1, −1), which moves population from one level to the other. Here N = (a+b)/(ab) and D = 2(a+b)²/(ab), so μ = −(a+b). The theorem confirms both detailed balance and this eigenvalue equation for all positive a and b.

## From eigenvalues to the time course

Real eigenvalues alone would still permit terms such as t exp(kt), which come from Jordan chains. Suppose y = Lx − μx satisfies Ly = μy but is not zero. Then μ is real by the previous result, and symmetry gives

⟨y, y⟩ = ⟨y, Lx⟩ − μ⟨y, x⟩ = ⟨Ly, x⟩ − μ⟨y, x⟩ = 0.

This contradicts y ≠ 0, so Lx = μx. That is `no_jordan_chain`.

Over the complex numbers, the generalised eigenvectors of any linear map on a finite-dimensional space span that space. Such a vector x satisfies (L − μ)^m x = 0 for some m. The statement `key` inside `modes_complete` shows by induction on m that Lx = μx. If the power is m + 1, the vector (L − μ)x is annihilated by the power m, so it satisfies the eigenvalue equation by the induction hypothesis, and `no_jordan_chain` passes this on to x. The true eigenvectors therefore span the space, and their eigenvalues are real.

Now write the initial vector as x(0) = Σ_k v_k, with each v_k an eigenvector for a different real k, and define

z(t) = Σ_k exp(kt) v_k.

Differentiating term by term gives

dz/dt = Σ_k k exp(kt) v_k = Lz,

which is the step `hg`. Both x and z solve the same linear equation and agree at t = 0. Since L is Lipschitz continuous, `ODE_solution_unique_univ` gives x(t) = z(t) at all times.

## A one-way cycle that rings

Take three states with unit rates 0 → 1 → 2 → 0 and no reverse transitions. Equal populations are stationary, because each state gains as much as it loses, but no pair of states is balanced. With indices counted modulo 3,

(Lx)_i = x_{i−1} − x_i.

For ω = exp(2πi/3), where i in the exponent, as in the eigenvalues below, is the imaginary unit, the vector (1, ω, ω²) is an eigenvector with eigenvalue

ω⁻¹ − 1 = −3/2 − i√3/2,

and its complex conjugate has eigenvalue −3/2 + i√3/2. The populations approach equality through damped oscillations. This short computation is not part of the file; it shows that nonnegative rates together with a positive stationary distribution do not suffice for a real spectrum.

The sign of the rates matters in a different way. For two states with both rates equal to −1 and equal weights, pairwise balance still holds and the eigenvalues are still real, but (1, −1) has eigenvalue +2 and grows.
